# The Hanle signal of a damped, precessing dipole has a Lorentzian and a dispersive part

Take an atom whose dipole is excited along the first axis at t = 0, and look at it through a polariser set along that same axis. The emitted intensity, in units of its initial value, is exp(-Gt) with G > 0. With no magnetic field the dipole keeps its direction, all the light passes, and the collected signal is the integral of exp(-Gt), which is 1/G. A field along the line of sight turns the dipole at the Larmor frequency w, so the detected rate becomes

exp(-Gt) cos²(wt) = ½ exp(-Gt) (1 + cos 2wt).

The first half still integrates to 1/(2G). The second half oscillates while it decays and integrates to G/(2(G² + 4w²)). At w = G/2 this second term has dropped from 1/(2G) to 1/(4G). If the dipole turns many times within its lifetime, only the first term is left. This loss of polarisation in a field is the Hanle effect.

For a polariser at an angle φ from the first axis, counted positive in the sense in which a positive w turns the dipole, write

A = G/(2(G² + 4w²)),  D = w/(G² + 4w²).

The signal is then

1/(2G) + A cos 2φ + D sin 2φ.

## One dipole, turning in a plane and decaying equally in both directions

The vector d = (d₀, d₁) is the slowly varying amplitude of the optical oscillation, in units where it starts with length one:

d₀ = exp(-Gt/2) cos wt,  d₁ = exp(-Gt/2) sin wt.

The amplitude decays at G/2, so the intensity decays at G. Positive w means rotation from the first axis towards the second.

```lean
import Mathlib

open MeasureTheory Filter Set Topology

namespace HanleEffect

noncomputable section

/-- The dipole at time `t` after excitation along the first axis: it precesses at the
Larmor frequency `w` and its amplitude decays at the rate `G / 2`. -/
def dipole (G w t : ℝ) : Fin 2 → ℝ :=
  ![Real.exp (-(G / 2) * t) * Real.cos (w * t), Real.exp (-(G / 2) * t) * Real.sin (w * t)]
```

By the product rule, these components satisfy

d₀′ = -(G/2) d₀ - w d₁,  d₁′ = -(G/2) d₁ + w d₀.

This is what `dipole_precession` states, for every real G, w and t. Its proof differentiates the two products and compares the results.

With equal damping of the two components, the dipole turns at the constant rate w while it shrinks. With two different damping rates its direction in a field no longer turns uniformly, and the formula for the detected rate changes. The starting direction matters less: a dipole that starts at an angle α gives the same formula with φ - α in place of φ.

## An ideal polariser at any angle

The analyser is a unit vector at angle φ, measured from the first axis towards the second whatever the sign of w, and the detected rate is the squared projection of the dipole on it.

```lean
/-- The unit vector along the transmission axis of a linear analyser at angle `φ`. -/
def analyser (φ : ℝ) : Fin 2 → ℝ := ![Real.cos φ, Real.sin φ]

/-- The light intensity behind the analyser: the squared projection of the dipole on its axis. -/
def detectedRate (G w φ t : ℝ) : ℝ := (analyser φ ⬝ᵥ dipole G w t) ^ 2
```

By hand, the addition formula gives

cos φ cos wt + sin φ sin wt = cos(wt - φ),

and squaring the projection gives exp(-Gt) cos²(wt - φ). `detectedRate_eq` proves this by writing exp(-Gt) as the square of exp(-Gt/2) and expanding the cosine. No condition on φ is needed. A polariser with losses would multiply the whole signal by a constant, and one that leaks the crossed polarisation would reduce the contrast.

## Light collected from the excitation onwards

The signal is the Lebesgue integral of the rate over t > 0. This describes a short excitation pulse and a detector that stays open. Steady illumination that excites atoms independently gives the same integral, multiplied by the excitation rate.

```lean
/-- The Hanle signal: the detected intensity integrated over all times after the excitation. -/
def hanleSignal (G w φ : ℝ) : ℝ := ∫ t in Ioi (0 : ℝ), detectedRate G w φ t

/-- The Lorentzian part of the Hanle signal as a function of the Larmor frequency. -/
def lorentzianPart (G w : ℝ) : ℝ := G / (2 * (G ^ 2 + 4 * w ^ 2))

/-- The dispersive part of the Hanle signal as a function of the Larmor frequency. -/
def dispersivePart (G w : ℝ) : ℝ := w / (G ^ 2 + 4 * w ^ 2)
```

If the detector opens only at a time T > 0, the signal is exp(-GT) times the one above, with φ replaced by φ - wT. The line shape then oscillates with the field.

## A positive decay rate

G > 0 says that the excited atom does radiate, with lifetime 1/G. It is the only hypothesis on the parameters, and the calculation by hand uses it twice: to divide by G and by G² + 4w², and to make the boundary term at late times vanish.

With θ = 2wt - 2φ, the rate is ½ exp(-Gt)(1 + cos θ), and a primitive is

P(t) = exp(-Gt) (-1/(2G) - A cos θ + D sin θ).

Differentiation gives

P′(t) = exp(-Gt) (½ + (GA + 2wD) cos θ + (2wA - GD) sin θ).

The coefficients are

GA + 2wD = (G² + 4w²)/(2(G² + 4w²)) = ½,
2wA - GD = 0,

so P′ is the detected rate. Since sine and cosine are bounded, P(t) → 0, and the integral is

0 - P(0) = 1/(2G) + A cos 2φ + D sin 2φ.

```lean
/-- An explicit primitive in time of the detected intensity. -/
def ratePrimitive (G w φ t : ℝ) : ℝ :=
  -(1 / (2 * G)) * Real.exp (-G * t)
    + -lorentzianPart G w * (Real.exp (-G * t) * Real.cos (2 * w * t - 2 * φ))
    + dispersivePart G w * (Real.exp (-G * t) * Real.sin (2 * w * t - 2 * φ))

private lemma hasDerivAt_linear (c t : ℝ) : HasDerivAt (fun s : ℝ => c * s) c t := by
  simpa using (hasDerivAt_id' t).const_mul c

/-- The dipole obeys the equations of damped Larmor precession. -/
theorem dipole_precession (G w t : ℝ) :
    HasDerivAt (fun s => dipole G w s 0)
      (-(G / 2) * dipole G w t 0 - w * dipole G w t 1) t ∧
    HasDerivAt (fun s => dipole G w s 1)
      (-(G / 2) * dipole G w t 1 + w * dipole G w t 0) t := by
  have hE := (hasDerivAt_linear (-(G / 2)) t).exp
  have hw := hasDerivAt_linear w t
  constructor
  · have h : HasDerivAt (fun s => dipole G w s 0) _ t := hE.fun_mul hw.cos
    refine h.congr_deriv ?_
    simp only [dipole, Matrix.cons_val_zero, Matrix.cons_val_one, Matrix.cons_val_fin_one]
    ring
  · have h : HasDerivAt (fun s => dipole G w s 1) _ t := hE.fun_mul hw.sin
    refine h.congr_deriv ?_
    simp only [dipole, Matrix.cons_val_zero, Matrix.cons_val_one, Matrix.cons_val_fin_one]
    ring

/-- The detected intensity is an exponential decay modulated by the squared cosine of the
angle between the precessing dipole and the analyser. -/
theorem detectedRate_eq (G w φ t : ℝ) :
    detectedRate G w φ t = Real.exp (-G * t) * Real.cos (w * t - φ) ^ 2 := by
  have hE : Real.exp (-G * t) = Real.exp (-(G / 2) * t) ^ 2 := by
    rw [sq, ← Real.exp_add]
    congr 1
    ring
  rw [hE, Real.cos_sub]
  simp only [detectedRate, analyser, dipole, dotProduct, Fin.sum_univ_two,
    Matrix.cons_val_zero, Matrix.cons_val_one, Matrix.cons_val_fin_one]
  ring

/-- The time derivative of `ratePrimitive` is the detected intensity. -/
theorem ratePrimitive_hasDerivAt {G : ℝ} (hG : 0 < G) (w φ t : ℝ) :
    HasDerivAt (ratePrimitive G w φ) (detectedRate G w φ t) t := by
  have hN : G ^ 2 + 4 * w ^ 2 ≠ 0 := by positivity
  have hG0 : G ≠ 0 := hG.ne'
  have hE := (hasDerivAt_linear (-G) t).exp
  have hθ : HasDerivAt (fun s : ℝ => 2 * w * s - 2 * φ) (2 * w) t :=
    (hasDerivAt_linear (2 * w) t).sub_const _
  have h : HasDerivAt (ratePrimitive G w φ) _ t :=
    ((hE.const_mul (-(1 / (2 * G)))).fun_add
      ((hE.fun_mul hθ.cos).const_mul (-lorentzianPart G w))).fun_add
      ((hE.fun_mul hθ.sin).const_mul (dispersivePart G w))
  refine h.congr_deriv ?_
  -- the squared cosine oscillates at twice the Larmor frequency
  have h2 : 2 * (w * t - φ) = 2 * w * t - 2 * φ := by ring
  rw [detectedRate_eq, Real.cos_sq, h2]
  generalize Real.exp (-G * t) = E
  generalize Real.cos (2 * w * t - 2 * φ) = C
  generalize Real.sin (2 * w * t - 2 * φ) = S
  unfold lorentzianPart dispersivePart
  field_simp
  ring
```

In `ratePrimitive_hasDerivAt`, the exponential, cosine and sine are replaced by plain variables once the derivative has been taken. What remains is the pair of coefficient identities above, which `field_simp` and `ring` settle.

```lean
/-- The primitive of the detected intensity tends to zero at late times. -/
theorem ratePrimitive_tendsto {G : ℝ} (hG : 0 < G) (w φ : ℝ) :
    Tendsto (ratePrimitive G w φ) atTop (𝓝 0) := by
  have hE : Tendsto (fun t : ℝ => Real.exp (-G * t)) atTop (𝓝 0) :=
    Real.tendsto_exp_atBot.comp (tendsto_id.const_mul_atTop_of_neg (by linarith : -G < 0))
  -- a bounded oscillation does not spoil the decay
  have hb : ∀ f : ℝ → ℝ, (∀ t, |f t| ≤ 1) →
      Tendsto (fun t : ℝ => Real.exp (-G * t) * f t) atTop (𝓝 0) := by
    intro f hf
    refine squeeze_zero_norm (fun t => ?_) hE
    rw [Real.norm_eq_abs, abs_mul, abs_of_pos (Real.exp_pos _)]
    exact mul_le_of_le_one_right (Real.exp_pos _).le (hf t)
  have h := ((hE.const_mul (-(1 / (2 * G)))).add
    ((hb (fun t => Real.cos (2 * w * t - 2 * φ))
      (fun t => Real.abs_cos_le_one _)).const_mul (-lorentzianPart G w))).add
    ((hb (fun t => Real.sin (2 * w * t - 2 * φ))
      (fun t => Real.abs_sin_le_one _)).const_mul (dispersivePart G w))
  simp only [mul_zero, add_zero] at h
  exact h
```

Here `hE` is the decay of the exponential, and `hb` says that a factor bounded by one does not spoil it. At G = 0 and w ≠ 0 the rate is an undamped cos², and the collected light grows without limit. Lean would still assign the value 0 to that integral, which is why the main theorem states integrability alongside the formula.

## A detected rate that is never negative

An intensity is a square, so it cannot be negative. The derivation by hand hardly notices this, but the proof turns on it.

```lean
/-- **Hanle signal.** The detected intensity is integrable over positive times, and its integral
is a constant plus a Lorentzian part weighted by `cos 2φ` and a dispersive part weighted by
`sin 2φ`. -/
theorem hanleSignal_eq {G : ℝ} (hG : 0 < G) (w φ : ℝ) :
    IntegrableOn (detectedRate G w φ) (Ioi 0) ∧
    hanleSignal G w φ = 1 / (2 * G) + lorentzianPart G w * Real.cos (2 * φ)
      + dispersivePart G w * Real.sin (2 * φ) := by
  have hd : ∀ t ∈ Ici (0 : ℝ), HasDerivAt (ratePrimitive G w φ) (detectedRate G w φ t) t :=
    fun t _ => ratePrimitive_hasDerivAt hG w φ t
  have hpos : ∀ t ∈ Ioi (0 : ℝ), 0 ≤ detectedRate G w φ t := fun t _ => sq_nonneg _
  have hlim := ratePrimitive_tendsto hG w φ
  refine ⟨integrableOn_Ioi_deriv_of_nonneg' hd hpos hlim, ?_⟩
  -- only the value of the primitive at the moment of excitation contributes
  have h0 : 2 * w * 0 - 2 * φ = -(2 * φ) := by ring
  unfold hanleSignal
  rw [integral_Ioi_of_hasDerivAt_of_nonneg' hd hpos hlim]
  unfold ratePrimitive
  rw [h0, Real.cos_neg, Real.sin_neg, mul_zero, Real.exp_zero]
  ring
```

The Mathlib lemma `integrableOn_Ioi_deriv_of_nonneg'` takes a function with a known derivative on the closed half-line, a derivative that is nonnegative on the open one, and a limit at infinity. It concludes that the derivative is integrable. The reason is simple: the integral from 0 to T is P(T) - P(0), which can only grow with T and has a finite limit, so the total area is finite. Its companion `integral_Ioi_of_hasDerivAt_of_nonneg'` gives the value as the limit minus P(0). The same three facts, `hd`, `hpos` and `hlim`, feed both.

Without the sign condition, a limit of P would not be enough, because positive and negative areas can cancel in the limit while the total absolute area is infinite. Integrating the oscillating term on its own would therefore need a separate bound, for which exp(-Gt) would serve.

## Any Larmor frequency, including zero and negative values

The frequency w is proportional to the field, and its sign records the field direction. Nothing is assumed about it, so the statements about the line shape hold over the whole field scan.

At zero field A is 1/(2G). Half of that is reached when

G/(2(G² + 4w²)) = 1/(4G), that is, 4w² = G²,

so w = G/2 or w = -G/2. The proof obtains the factorised form (w - G/2)(w + G/2) = 0.

```lean
/-- The Lorentzian part has half its zero-field value exactly at the Larmor frequencies
`G / 2` and `-G / 2`. -/
theorem lorentzianPart_half_iff {G : ℝ} (hG : 0 < G) (w : ℝ) :
    lorentzianPart G w = lorentzianPart G 0 / 2 ↔ w = G / 2 ∨ w = -G / 2 := by
  have hN : 0 < G ^ 2 + 4 * w ^ 2 := by positivity
  have h0 : lorentzianPart G 0 / 2 = 1 / (4 * G) := by
    have hG0 : G ≠ 0 := hG.ne'
    have hz : G ^ 2 + 4 * (0 : ℝ) ^ 2 = G ^ 2 := by ring
    unfold lorentzianPart
    rw [hz]
    field_simp
    try norm_num
  rw [h0, lorentzianPart, div_eq_div_iff (by positivity) (by positivity)]
  constructor
  · intro h
    have hf : (w - G / 2) * (w + G / 2) = 0 := by linear_combination (-1 / 8) * h
    rcases mul_eq_zero.mp hf with h1 | h1
    · left; linarith
    · right; linarith
  · rintro (rfl | rfl) <;> ring
```

For the dispersive part,

1/(4G) - D = (G - 2w)²/(4G(G² + 4w²)) ≥ 0,

with equality only at w = G/2. Reversing the field changes the sign of D, which gives the minimum -1/(4G), attained only at w = -G/2. The Lean proofs use the same square and the same symmetry.

```lean
/-- The dispersive part never exceeds `1 / (4 G)`, and it reaches this value only at the Larmor
frequency `G / 2`. -/
theorem dispersivePart_max {G : ℝ} (hG : 0 < G) (w : ℝ) :
    dispersivePart G w ≤ 1 / (4 * G) ∧ (dispersivePart G w = 1 / (4 * G) ↔ w = G / 2) := by
  have hN : 0 < G ^ 2 + 4 * w ^ 2 := by positivity
  unfold dispersivePart
  constructor
  · rw [div_le_div_iff₀ hN (by positivity)]
    nlinarith [sq_nonneg (G - 2 * w)]
  · rw [div_eq_div_iff hN.ne' (by positivity)]
    constructor
    · intro h
      have hs : (G - 2 * w) ^ 2 = 0 := by linear_combination -h
      have h1 : G - 2 * w = 0 := pow_eq_zero_iff two_ne_zero |>.mp hs
      linarith
    · rintro rfl
      ring

/-- The dispersive part never falls below `-1 / (4 G)`, and it reaches this value only at the
Larmor frequency `-G / 2`. -/
theorem dispersivePart_min {G : ℝ} (hG : 0 < G) (w : ℝ) :
    -(1 / (4 * G)) ≤ dispersivePart G w ∧
    (dispersivePart G w = -(1 / (4 * G)) ↔ w = -G / 2) := by
  -- reversing the field reverses the sign of the dispersive part
  have hodd : dispersivePart G (-w) = -dispersivePart G w := by
    unfold dispersivePart
    rw [neg_sq, neg_div]
  obtain ⟨hle, hiff⟩ := dispersivePart_max hG (-w)
  rw [hodd] at hle hiff
  refine ⟨by linarith, fun h => ?_, fun h => ?_⟩
  · have := hiff.mp (by linarith)
    linarith
  · have := hiff.mpr (by linarith)
    linarith
```

Positivity of G matters here too: for negative G the two bounds would change places, and at G = 0 the function D = 1/(4w) is unbounded near zero field.

## Two crossed polarisers

At φ = 0 and φ = π/2 the sine term vanishes and the signals are 1/(2G) + A and 1/(2G) - A. Their sum is 1/G at every field, and their difference is 2A = G/(G² + 4w²). The degree of linear polarisation referred to these two axes is the quotient,

G²/(G² + 4w²),

which is 1 at zero field. If the crossed pair is instead turned to the angle of greatest contrast at each field, the dispersive part contributes too and the quotient is G/√(G² + 4w²). The steps `hsum` and `hdiff` are the sum and difference for the fixed axes.

```lean
/-- The difference of the signals behind analysers parallel and perpendicular to the initial dipole,
divided by their sum, is a Lorentzian in the Larmor frequency. -/
theorem polarisation_degree {G : ℝ} (hG : 0 < G) (w : ℝ) :
    (hanleSignal G w 0 - hanleSignal G w (Real.pi / 2)) /
      (hanleSignal G w 0 + hanleSignal G w (Real.pi / 2)) = G ^ 2 / (G ^ 2 + 4 * w ^ 2) := by
  have hN : G ^ 2 + 4 * w ^ 2 ≠ 0 := by positivity
  have hG0 : G ≠ 0 := hG.ne'
  have hpi : 2 * (Real.pi / 2) = Real.pi := by ring
  rw [(hanleSignal_eq hG w 0).2, (hanleSignal_eq hG w (Real.pi / 2)).2, hpi, mul_zero,
    Real.cos_zero, Real.sin_zero, Real.cos_pi, Real.sin_pi]
  -- the two signals add up to the field-independent total `1 / G`
  have hsum : 1 / (2 * G) + lorentzianPart G w * 1 + dispersivePart G w * 0
      + (1 / (2 * G) + lorentzianPart G w * -1 + dispersivePart G w * 0) = 1 / G := by
    ring
  have hdiff : 1 / (2 * G) + lorentzianPart G w * 1 + dispersivePart G w * 0
      - (1 / (2 * G) + lorentzianPart G w * -1 + dispersivePart G w * 0)
      = G / (G ^ 2 + 4 * w ^ 2) := by
    unfold lorentzianPart
    field_simp
    ring
  rw [hsum, hdiff, div_div_eq_mul_div, div_one]
  ring

end

end HanleEffect
```

```lean
#print axioms HanleEffect.hanleSignal_eq
-- 'HanleEffect.hanleSignal_eq' depends on axioms: [propext, Classical.choice, Quot.sound]
#print axioms HanleEffect.lorentzianPart_half_iff
-- 'HanleEffect.lorentzianPart_half_iff' depends on axioms: [propext, Classical.choice, Quot.sound]
#print axioms HanleEffect.dispersivePart_min
-- 'HanleEffect.dispersivePart_min' depends on axioms: [propext, Classical.choice, Quot.sound]
#print axioms HanleEffect.polarisation_degree
-- 'HanleEffect.polarisation_degree' depends on axioms: [propext, Classical.choice, Quot.sound]
```

## The signal in a simulation or a fit

In code the whole signal fits on one line, because the oscillating term is the real part of a complex exponential integral:

`0.5 * (1/G + (exp(-2j*phi) / (G - 2j*w)).real)`

A simulation that sums the rate over a time grid can be tested against this value. Stopping at time T loses at most exp(-GT)/G, and the time step must resolve the frequency 2w as well as the decay. In a fit at fixed field, the signal is linear in cos 2φ and sin 2φ, so linear least squares gives A and D, both multiplied by the intensity scale of the measurement.

For a quantum transition from J = 1 to J = 0, the same shape comes from the coherence between the m = ±1 sublevels, and its half-width gives the lifetime once the g-factor is known, provided that radiative decay is the only relaxation, as in the single classical dipole treated here.
